# Two-band Berry curvature from the unnormalised vector d, where d is differentiable and nonzero

Q. An electron in a two-dimensional crystal that is pushed by an electric field can drift sideways, with an anomalous velocity proportional to the field and to the Berry curvature of its band. Near a small gap I describe the two bands by $H(\mathbf k)=\mathbf d(\mathbf k)\cdot\boldsymbol\sigma$, with $\boldsymbol\sigma$ the Pauli matrices. The curvature is usually written with the unit vector $\mathbf n=\mathbf d/|\mathbf d|$, but my model gives me $\mathbf d$. Must I differentiate the square root?

A. No, provided $\mathbf d$ is differentiable and nonzero at the point. Let $\partial_u,\partial_v$ be derivatives along two directions in parameter space, and let $\ell=|\mathbf d|=\sqrt{\mathbf d\cdot\mathbf d}$. From $\partial_u(\mathbf d\cdot\mathbf d)=2\,\mathbf d\cdot\partial_u\mathbf d$ we get $\partial_u\ell=\mathbf d\cdot\partial_u\mathbf d/\ell$, hence $\partial_u(1/\ell)=-\mathbf d\cdot\partial_u\mathbf d/\ell^3$, and
$$\partial_u\mathbf n=\frac{\partial_u\mathbf d}{\ell}-\alpha_u\mathbf d,\qquad \alpha_u=\frac{\mathbf d\cdot\partial_u\mathbf d}{\ell^3}.$$
The cross product is then
$$\partial_u\mathbf n\times\partial_v\mathbf n=\frac{\partial_u\mathbf d\times\partial_v\mathbf d}{\ell^2}-\frac{\alpha_v}{\ell}\,\partial_u\mathbf d\times\mathbf d-\frac{\alpha_u}{\ell}\,\mathbf d\times\partial_v\mathbf d+\alpha_u\alpha_v\,\mathbf d\times\mathbf d.$$
The last term is zero, and the two before it are perpendicular to $\mathbf d$. Taking the dot product with $\mathbf n=\mathbf d/\ell$ leaves
$$\mathbf n\cdot(\partial_u\mathbf n\times\partial_v\mathbf n)=\frac{\mathbf d\cdot(\partial_u\mathbf d\times\partial_v\mathbf d)}{|\mathbf d|^3}.$$

Q. That is vector algebra. Where is the band?

A. In the projector $P=(1+\mathbf n\cdot\boldsymbol\sigma)/2$. Since $(\mathbf n\cdot\boldsymbol\sigma)^2=1$, we have $P^2=\tfrac14(2+2\,\mathbf n\cdot\boldsymbol\sigma)=P$ and $HP=|\mathbf d|P$. $P$ is Hermitian, because $\mathbf n$ is real and the Pauli matrices are Hermitian, and its trace is one. It is therefore the orthogonal projector onto the single state of energy $+|\mathbf d|$.

Write $\mathbf w=\partial_u\mathbf n\times\partial_v\mathbf n$. The product rule $(\mathbf a\cdot\boldsymbol\sigma)(\mathbf b\cdot\boldsymbol\sigma)=\mathbf a\cdot\mathbf b+i(\mathbf a\times\mathbf b)\cdot\boldsymbol\sigma$ and $\partial_uP=\tfrac12\,\partial_u\mathbf n\cdot\boldsymbol\sigma$ give $[\partial_uP,\partial_vP]=\tfrac i2\,\mathbf w\cdot\boldsymbol\sigma$. Pauli matrices are traceless, so only the product with $\mathbf n\cdot\boldsymbol\sigma$ contributes:
$$i\,\mathrm{tr}\big(P[\partial_uP,\partial_vP]\big)=i\cdot\tfrac i4\cdot 2\,\mathbf n\cdot\mathbf w=-\frac{\mathbf d\cdot(\partial_u\mathbf d\times\partial_v\mathbf d)}{2|\mathbf d|^3}.$$

Q. Now the formal version. What is the parameter space, and which length does it use?

A. The parameter space `E` is any real normed space, not an energy; your Brillouin-zone patch is the case of the plane. The length is defined explicitly as the Euclidean one, because Mathlib's norm on `Fin 3 → ℝ` is the largest absolute component. The components $x,y,z$ carry the indices 0, 1, 2.

```lean
import Mathlib

open Matrix Complex

namespace TwoBandCurvature

noncomputable section

variable {E : Type*} [NormedAddCommGroup E] [NormedSpace ℝ E]

/-- The Euclidean length of a vector in three-dimensional space. -/
def len (v : Fin 3 → ℝ) : ℝ := √(v ⬝ᵥ v)

/-- The unit vector `v / |v|`, meant for nonzero `v`. -/
def direction (v : Fin 3 → ℝ) : Fin 3 → ℝ := (len v)⁻¹ • v
```

Q. And the quantum mechanics?

A. The Pauli matrices are the textbook ones. The name `pauli v` means the whole Hamiltonian $\mathbf v\cdot\boldsymbol\sigma$, not a single Pauli matrix.

```lean
/-- The first Pauli matrix. -/
def sigmaX : Matrix (Fin 2) (Fin 2) ℂ := !![0, 1; 1, 0]

/-- The second Pauli matrix. -/
def sigmaY : Matrix (Fin 2) (Fin 2) ℂ := !![0, -I; I, 0]

/-- The third Pauli matrix. -/
def sigmaZ : Matrix (Fin 2) (Fin 2) ℂ := !![1, 0; 0, -1]

/-- The two-band Hamiltonian `v · σ`. -/
def pauli (v : Fin 3 → ℝ) : Matrix (Fin 2) (Fin 2) ℂ :=
  (v 0 : ℂ) • sigmaX + (v 1 : ℂ) • sigmaY + (v 2 : ℂ) • sigmaZ

/-- The matrix `(1 + n · σ) / 2` with `n = v / |v|`, meant for nonzero `v`. -/
def upperProjector (v : Fin 3 → ℝ) : Matrix (Fin 2) (Fin 2) ℂ :=
  (1 / 2 : ℂ) • (1 + pauli (direction v))
```

Q. Curvature signs differ between texts. Which one is this?

A. The definition is $i\,\mathrm{tr}(P[\partial_uP,\partial_vP])$. It agrees with $\partial_uA_v-\partial_vA_u$ for the connection $A_u=i\langle\psi|\partial_u\psi\rangle$, where $\psi$ is a smooth normalised state of the band. The projector form needs no choice of phase for $\psi$. Matrices are differentiated entry by entry.

```lean
/-- The entrywise derivative of a matrix-valued function at `k` in the direction `u`. -/
def matDeriv (M : E → Matrix (Fin 2) (Fin 2) ℂ) (k u : E) : Matrix (Fin 2) (Fin 2) ℂ :=
  Matrix.of fun i j => lineDeriv ℝ (fun q => M q i j) k u

/-- The Berry curvature `i tr (P [∂ᵤP, ∂ᵥP])` of a family of projectors `P`. -/
def berryCurvature (P : E → Matrix (Fin 2) (Fin 2) ℂ) (k u v : E) : ℂ :=
  I * trace (P k * (matDeriv P k u * matDeriv P k v - matDeriv P k v * matDeriv P k u))
```

Q. Where does the proof use $\mathbf d\neq0$? Physically, that is the open gap $2|\mathbf d|$.

A. First, to make the length positive: if the sum of squares were not positive, each component would vanish. Then the square root and the inverse can be differentiated. The second lemma below does this along a curve, in the order of the calculation above: squared length, length, inverse length, product with the vector.

```lean
/-- A nonzero vector has positive length. -/
theorem len_pos {v : Fin 3 → ℝ} (hv : v ≠ 0) : 0 < len v := by
  apply Real.sqrt_pos.2
  simp only [dotProduct, Fin.sum_univ_three]
  by_contra hn
  have h0 : v 0 = 0 := by nlinarith [mul_self_nonneg (v 0), mul_self_nonneg (v 1), mul_self_nonneg (v 2)]
  have h1 : v 1 = 0 := by nlinarith [mul_self_nonneg (v 0), mul_self_nonneg (v 1), mul_self_nonneg (v 2)]
  have h2 : v 2 = 0 := by nlinarith [mul_self_nonneg (v 0), mul_self_nonneg (v 1), mul_self_nonneg (v 2)]
  apply hv
  ext i
  fin_cases i
  exacts [h0, h1, h2]

/-- Along a differentiable curve `c` that is nonzero at time `t`, the unit vector `c / |c|`
has derivative `c' / |c| - (c · c') c / |c|³` there. -/
theorem hasDerivAt_direction {c : ℝ → Fin 3 → ℝ} {c' : Fin 3 → ℝ} {t : ℝ}
    (h : HasDerivAt c c' t) (h0 : c t ≠ 0) :
    HasDerivAt (fun s => direction (c s))
      ((len (c t))⁻¹ • c' - ((c t ⬝ᵥ c') / len (c t) ^ 3) • c t) t := by
  have hL := len_pos h0
  have hc := hasDerivAt_pi.1 h
  -- the squared length
  have hdot : HasDerivAt (fun s => c s ⬝ᵥ c s) (2 * (c t ⬝ᵥ c')) t := by
    simp only [dotProduct, Fin.sum_univ_three]
    exact ((((hc 0).fun_mul (hc 0)).fun_add ((hc 1).fun_mul (hc 1))).fun_add
      ((hc 2).fun_mul (hc 2))).congr_deriv (by ring)
  -- the length and its inverse
  have hlen : HasDerivAt (fun s => len (c s)) ((c t ⬝ᵥ c') / len (c t)) t :=
    (hdot.sqrt (Real.sqrt_pos.1 hL).ne').congr_deriv (mul_div_mul_left _ _ two_ne_zero)
  have e : -((c t ⬝ᵥ c') / len (c t)) / len (c t) ^ 2 = -(c t ⬝ᵥ c') / len (c t) ^ 3 := by
    field_simp
  have hinv : HasDerivAt (fun s => (len (c s))⁻¹) (-(c t ⬝ᵥ c') / len (c t) ^ 3) t :=
    (hlen.inv hL.ne').congr_deriv e
  refine (hinv.smul h).congr_deriv ?_
  ext i
  simp only [Pi.add_apply, Pi.sub_apply, Pi.smul_apply, smul_eq_mul]
  ring
```

Q. A curve has one parameter. How does that become a partial derivative?

A. Through Mathlib's definition: `HasLineDerivAt ℝ f f' k u` says that `f'` is the ordinary derivative of $t\mapsto f(k+tu)$ at $t=0$. A directional derivative is therefore already a statement about a curve, and the curve lemma applies directly. After $k+0\cdot u$ is simplified to $k$, the result has the required form, and `exact H` closes the goal.

```lean
/-- Where `d` is differentiable and nonzero, the unit vector `n = d / |d|` has directional
derivative `∂ᵤd / |d| - (d · ∂ᵤd) d / |d|³`. -/
theorem hasLineDerivAt_direction {d : E → Fin 3 → ℝ} {k : E}
    (hd : DifferentiableAt ℝ d k) (h0 : d k ≠ 0) (u : E) :
    HasLineDerivAt ℝ (fun q => direction (d q)) ((len (d k))⁻¹ • lineDeriv ℝ d k u
      - ((d k ⬝ᵥ lineDeriv ℝ d k u) / len (d k) ^ 3) • d k) k u := by
  have h : HasDerivAt (fun t : ℝ => d (k + t • u)) (lineDeriv ℝ d k u) 0 :=
    hd.lineDifferentiableAt.hasLineDerivAt
  have H := hasDerivAt_direction h (by simpa using h0)
  simp only [zero_smul, add_zero] at H
  exact H
```

Q. So what exactly is claimed for the triple product?

A. If `d` is differentiable at `k` and `d k ≠ 0`, then $\mathbf n$ is differentiable at `k`, and the identity holds for all directions `u` and `v`. Here `⬝ᵥ` is the dot product and `⨯₃` the cross product. The differentiability clause matters because `lineDeriv` returns zero when no derivative exists; with the clause, the left side contains true derivatives.

The proof inserts the formula for $\partial_u\mathbf n$ and writes everything in components. Then `ring` carries out the cancellation of the terms along $\mathbf d$.

```lean
/-- Where `d` is differentiable and nonzero, `n = d / |d|` is differentiable and
`n · (∂ᵤn × ∂ᵥn) = d · (∂ᵤd × ∂ᵥd) / |d|³` for all directions `u` and `v`. -/
theorem triple_product_direction {d : E → Fin 3 → ℝ} {k : E}
    (hd : DifferentiableAt ℝ d k) (h0 : d k ≠ 0) :
    DifferentiableAt ℝ (fun q => direction (d q)) k ∧ ∀ u v : E,
      direction (d k) ⬝ᵥ (lineDeriv ℝ (fun q => direction (d q)) k u ⨯₃
        lineDeriv ℝ (fun q => direction (d q)) k v)
      = d k ⬝ᵥ (lineDeriv ℝ d k u ⨯₃ lineDeriv ℝ d k v) / len (d k) ^ 3 := by
  have hL := len_pos h0
  constructor
  · have hc := differentiableAt_pi.1 hd
    have hdot : DifferentiableAt ℝ (fun q => d q ⬝ᵥ d q) k := by
      simp only [dotProduct, Fin.sum_univ_three]
      exact (((hc 0).mul (hc 0)).add ((hc 1).mul (hc 1))).add ((hc 2).mul (hc 2))
    exact ((hdot.sqrt (Real.sqrt_pos.1 hL).ne').inv hL.ne').smul hd
  · intro u v
    rw [(hasLineDerivAt_direction hd h0 u).lineDeriv, (hasLineDerivAt_direction hd h0 v).lineDeriv]
    -- the parts of the derivatives along `d` cancel
    simp only [direction, cross_apply, dotProduct, Fin.sum_univ_three, Pi.sub_apply,
      Pi.smul_apply, smul_eq_mul, Matrix.cons_val]
    ring
```

Q. Is `upperProjector` really the upper band, or only called that?

A. It is proved that its range is the upper band. The Hamiltonian is first written as a matrix. Then, for nonzero `v`, three facts follow: $P^2=P$, $\mathrm{tr}\,P=1$ and $(\mathbf v\cdot\boldsymbol\sigma)P=|\mathbf v|P$. The central step is `hS`, which says that $\mathbf n\cdot\boldsymbol\sigma$ squares to one. The Lean statement does not include that $P$ is Hermitian, which makes the projection orthogonal; that follows from the real coefficients and the Hermitian Pauli matrices, as noted above.

```lean
/-- The Hamiltonian `v · σ` written out as a two-by-two matrix. -/
theorem pauli_eq (v : Fin 3 → ℝ) :
    pauli v = !![(v 2 : ℂ), v 0 - I * v 1; v 0 + I * v 1, -(v 2 : ℂ)] := by
  ext i j
  fin_cases i <;> fin_cases j <;> simp [pauli, sigmaX, sigmaY, sigmaZ] <;> ring

/-- For nonzero `v` and `n = v / |v|`, the matrix `P = (1 + n · σ) / 2` is idempotent with trace
one, and `(v · σ) P = |v| P`. -/
theorem upperProjector_spec {v : Fin 3 → ℝ} (hv : v ≠ 0) :
    upperProjector v * upperProjector v = upperProjector v ∧ trace (upperProjector v) = 1 ∧
      pauli v * upperProjector v = (len v : ℂ) • upperProjector v := by
  have hL := len_pos hv
  have hL2 : len v ^ 2 = v 0 ^ 2 + v 1 ^ 2 + v 2 ^ 2 := by
    rw [len, Real.sq_sqrt (Real.sqrt_pos.1 hL).le]
    simp only [dotProduct, Fin.sum_univ_three]
    ring
  have hn : direction v 0 ^ 2 + direction v 1 ^ 2 + direction v 2 ^ 2 = 1 := by
    simp only [direction, Pi.smul_apply, smul_eq_mul]
    field_simp
    linarith
  have hvn : ∀ i, v i = len v * direction v i := fun i => by
    simp only [direction, Pi.smul_apply, smul_eq_mul]
    field_simp
  have hH : pauli v = (len v : ℂ) • pauli (direction v) := by
    unfold pauli
    rw [hvn 0, hvn 1, hvn 2]
    push_cast
    module
  unfold upperProjector
  generalize direction v = n at hn hH ⊢
  have hn' : (n 0 : ℂ) ^ 2 + (n 1 : ℂ) ^ 2 + (n 2 : ℂ) ^ 2 = 1 := by exact_mod_cast hn
  -- a unit vector gives an involution
  have hS : pauli n * pauli n = 1 := by
    have h1 : (n 2 : ℂ) * n 2 + (n 0 - I * n 1) * (n 0 + I * n 1) = 1 := by
      linear_combination hn' - (n 1 : ℂ) ^ 2 * I_sq
    have h2 : (n 2 : ℂ) * (n 0 - I * n 1) + (n 0 - I * n 1) * -(n 2 : ℂ) = 0 := by ring
    have h3 : ((n 0 : ℂ) + I * n 1) * n 2 + -(n 2 : ℂ) * (n 0 + I * n 1) = 0 := by ring
    have h4 : ((n 0 : ℂ) + I * n 1) * (n 0 - I * n 1) + -(n 2 : ℂ) * -(n 2 : ℂ) = 1 := by
      linear_combination hn' - (n 1 : ℂ) ^ 2 * I_sq
    rw [pauli_eq, Matrix.mul_fin_two, h1, h2, h3, h4, Matrix.one_fin_two]
  refine ⟨?_, ?_, ?_⟩
  · have h : (1 + pauli n) * (1 + pauli n) = 1 + pauli n + pauli n + pauli n * pauli n := by
      noncomm_ring
    rw [smul_mul_smul_comm, h, hS]
    module
  · rw [pauli_eq, Matrix.trace_fin_two]
    simp
    ring
  · rw [hH, smul_mul_smul_comm, mul_add, mul_one, hS]
    module
```

Q. And the trace?

A. One lemma shows $\partial_uP=\tfrac12\,\partial_u\mathbf n\cdot\boldsymbol\sigma$. The next computes the trace with the factors of one half removed, comparing real and imaginary parts.

```lean
/-- If `n = d / |d|` has directional derivative `n'`, then the entrywise derivative of
`(1 + n · σ) / 2` is `(n' · σ) / 2`. -/
theorem matDeriv_projector {d : E → Fin 3 → ℝ} {k u : E} {n' : Fin 3 → ℝ}
    (h : HasLineDerivAt ℝ (fun q => direction (d q)) n' k u) :
    matDeriv (fun q => upperProjector (d q)) k u = (1 / 2 : ℂ) • pauli n' := by
  ext i j
  have hc := fun a => (hasDerivAt_pi.1
    (show HasDerivAt (fun t : ℝ => direction (d (k + t • u))) n' 0 from h) a).ofReal_comp
  have H := (((((hc 0).mul_const (sigmaX i j)).fun_add ((hc 1).mul_const (sigmaY i j))).fun_add
    ((hc 2).mul_const (sigmaZ i j))).const_add
      ((1 : Matrix (Fin 2) (Fin 2) ℂ) i j)).const_mul (1 / 2 : ℂ)
  have H' : HasLineDerivAt ℝ (fun q => upperProjector (d q) i j)
      (((1 / 2 : ℂ) • pauli n') i j) k u := by
    simp only [HasLineDerivAt, upperProjector, pauli, Matrix.smul_apply, Matrix.add_apply,
      smul_eq_mul]
    exact H
  exact H'.lineDeriv

/-- The trace of `(1 + n · σ) [a · σ, b · σ]` is `4i n · (a × b)`. -/
theorem trace_commutator (n a b : Fin 3 → ℝ) :
    trace ((1 + pauli n) * (pauli a * pauli b - pauli b * pauli a))
      = 4 * I * ((n ⬝ᵥ (a ⨯₃ b) : ℝ) : ℂ) := by
  simp only [pauli_eq]
  apply Complex.ext <;>
    simp [Matrix.trace_fin_two, Matrix.mul_apply, Fin.sum_univ_two, cross_apply, dotProduct,
      Fin.sum_univ_three] <;> ring
```

The curvature theorem puts the halves back: $\tfrac18\cdot4i=\tfrac i2$, and the outer $i$ turns this into $-\tfrac12$. It also states that every entry of $P$ is differentiable. The right side is a real number read as a complex one, so the curvature is real.

```lean
/-- Where `d` is differentiable and nonzero, with `n = d / |d|`, the projector `P = (1 + n · σ) / 2`
is differentiable and its Berry curvature is `-d · (∂ᵤd × ∂ᵥd) / (2|d|³)`. -/
theorem berryCurvature_upper {d : E → Fin 3 → ℝ} {k : E}
    (hd : DifferentiableAt ℝ d k) (h0 : d k ≠ 0) :
    (∀ i j, DifferentiableAt ℝ (fun q => upperProjector (d q) i j) k) ∧ ∀ u v : E,
      berryCurvature (fun q => upperProjector (d q)) k u v
      = ((-(1 / 2) * (d k ⬝ᵥ (lineDeriv ℝ d k u ⨯₃ lineDeriv ℝ d k v) / len (d k) ^ 3) : ℝ) : ℂ)
    := by
  obtain ⟨hn, hmain⟩ := triple_product_direction hd h0
  constructor
  · intro i j
    have hc : ∀ a, DifferentiableAt ℝ (fun q => ((direction (d q) a : ℝ) : ℂ)) k := fun a =>
      Complex.ofRealCLM.differentiableAt.comp k (differentiableAt_pi.1 hn a)
    simp only [upperProjector, pauli, Matrix.smul_apply, Matrix.add_apply, smul_eq_mul]
    exact (((((hc 0).mul_const _).add ((hc 1).mul_const _)).add
      ((hc 2).mul_const _)).const_add _).const_mul _
  · intro u v
    have h := fun w : E => (hn.lineDifferentiableAt (v := w)).hasLineDerivAt
    -- collect the three factors of one half
    have hs : ∀ N A B : Matrix (Fin 2) (Fin 2) ℂ,
        ((1 / 2 : ℂ) • N) * (((1 / 2 : ℂ) • A) * ((1 / 2 : ℂ) • B)
          - ((1 / 2 : ℂ) • B) * ((1 / 2 : ℂ) • A)) = (1 / 8 : ℂ) • (N * (A * B - B * A)) := by
      intro N A B
      rw [smul_mul_smul_comm, smul_mul_smul_comm, ← smul_sub, smul_mul_smul_comm]
      congr 1
      norm_num
    have hI : ∀ x : ℝ, I * ((1 / 8 : ℂ) • (4 * I * (x : ℂ))) = ((-(1 / 2) * x : ℝ) : ℂ) := by
      intro x
      rw [smul_eq_mul]
      push_cast
      linear_combination (x / 2 : ℂ) * I_sq
    unfold berryCurvature
    rw [matDeriv_projector (h u), matDeriv_projector (h v)]
    simp only [upperProjector]
    rw [hs, Matrix.trace_smul, trace_commutator, hmain u v]
    exact hI _
```

Q. Give me a case that I can recognise.

A. Take the massive Dirac model $\mathbf d=(k_x,k_y,m)$, where $m\neq0$ is a constant of either sign and $|m|$ is half the gap at $\mathbf k=0$, in units where $\hbar$ and the velocity are one. The partial derivatives are $(1,0,0)$ and $(0,1,0)$, their cross product is $(0,0,1)$, and the triple product is $m$. The curvature is $-m/\big(2(k_x^2+k_y^2+m^2)^{3/2}\big)$, which is nowhere zero. In Lean, `ht` is the triple product and `hlen` the length.

```lean
/-- For the massive Dirac model `d = (kx, ky, m)` with `m ≠ 0` and `n = d / |d|`, the Berry
curvature of `(1 + n · σ) / 2` is `-m / (2 (kx² + ky² + m²)^(3/2))`, and it vanishes nowhere. -/
theorem berryCurvature_dirac {m : ℝ} (hm : m ≠ 0) (k : ℝ × ℝ) :
    berryCurvature (fun q : ℝ × ℝ => upperProjector ![q.1, q.2, m]) k (1, 0) (0, 1)
      = ((-m / (2 * √(k.1 ^ 2 + k.2 ^ 2 + m ^ 2) ^ 3) : ℝ) : ℂ) ∧
    berryCurvature (fun q : ℝ × ℝ => upperProjector ![q.1, q.2, m]) k (1, 0) (0, 1) ≠ 0 := by
  have hd : DifferentiableAt ℝ (fun q : ℝ × ℝ => ![q.1, q.2, m]) k := by
    refine differentiableAt_pi.2 fun i => ?_
    fin_cases i
    exacts [differentiableAt_fst, differentiableAt_snd, differentiableAt_const _]
  have h0 : ![k.1, k.2, m] ≠ 0 := fun h => hm (congrFun h 2)
  have hlin : ∀ a b : ℝ, HasDerivAt (fun t : ℝ => a + t * b) b 0 := fun a b =>
    (((hasDerivAt_id' (0 : ℝ)).mul_const b).const_add a).congr_deriv (one_mul b)
  have hl : ∀ u : ℝ × ℝ,
      HasLineDerivAt ℝ (fun q : ℝ × ℝ => ![q.1, q.2, m]) ![u.1, u.2, 0] k u := by
    intro u
    refine hasDerivAt_pi.2 fun i => ?_
    fin_cases i
    exacts [hlin k.1 u.1, hlin k.2 u.2, hasDerivAt_const _ _]
  have hlen : len ![k.1, k.2, m] = √(k.1 ^ 2 + k.2 ^ 2 + m ^ 2) := by
    unfold len
    congr 1
    simp only [dotProduct, Fin.sum_univ_three, Matrix.cons_val]
    ring
  have ht : ![k.1, k.2, m] ⬝ᵥ (![(1 : ℝ), 0, 0] ⨯₃ ![(0 : ℝ), 1, 0]) = m := by
    simp [cross_apply, dotProduct, Fin.sum_univ_three]
  have hE : berryCurvature (fun q : ℝ × ℝ => upperProjector ![q.1, q.2, m]) k (1, 0) (0, 1)
      = ((-m / (2 * √(k.1 ^ 2 + k.2 ^ 2 + m ^ 2) ^ 3) : ℝ) : ℂ) := by
    rw [(berryCurvature_upper hd h0).2 (1, 0) (0, 1), (hl (1, 0)).lineDeriv,
      (hl (0, 1)).lineDeriv, ht, hlen]
    congr 1
    ring
  refine ⟨hE, ?_⟩
  rw [hE]
  exact Complex.ofReal_ne_zero.2 (div_ne_zero (neg_ne_zero.2 hm) (by positivity))

end

end TwoBandCurvature
```

```lean
#print axioms TwoBandCurvature.upperProjector_spec
#print axioms TwoBandCurvature.berryCurvature_upper
#print axioms TwoBandCurvature.berryCurvature_dirac
```

```
'TwoBandCurvature.upperProjector_spec' depends on axioms: [propext, Classical.choice, Quot.sound]
'TwoBandCurvature.berryCurvature_upper' depends on axioms: [propext, Classical.choice, Quot.sound]
'TwoBandCurvature.berryCurvature_dirac' depends on axioms: [propext, Classical.choice, Quot.sound]
```

Q. What about the lower band?

A. Put $-\mathbf d$ in place of $\mathbf d$. The projector becomes $(1-\mathbf n\cdot\boldsymbol\sigma)/2$, which belongs to the energy $-|\mathbf d|$ of the original Hamiltonian. The triple product is cubic in $\mathbf d$ and changes sign, so the lower band has the opposite curvature. That is a short deduction of mine from the theorem, with no Lean statement of its own.

Q. Then what still separates this from my crystal?

A. At least two things, even without interactions and disorder: the reduction to two bands, and the basis. A real crystal has more bands, and their admixture can change the curvature; no hypothesis here controls that. The derivatives here also act only on the two-by-two matrix, so the two basis states are taken as independent of $\mathbf k$. If they vary with $\mathbf k$, as they can in a tight-binding model, their own derivatives can contribute to the curvature. A multiple of the identity added to $H$ does no harm: it shifts both energies equally and leaves $P$ unchanged. For a non-interacting two-band model in a fixed basis, a program can evaluate the curvature at each gapped point from $\mathbf d$ and its first derivatives, without computing eigenvectors.
